# On a line, charges less than one lattice constant apart have a summable Coulomb interaction with their images exactly when they are neutral

Put one unit charge in each cell of a line with lattice constant 1. Its interaction with the \(n\)-th image is \(1/n\), and the sum over \(n\ge 1\) diverges. Now add a charge \(-1\) at distance \(d=1/2\) to the right of each \(+1\). The first image contributes two repulsions at distance 1 and attractions at distances \(3/2\) and \(1/2\):

\[ 2-\tfrac{2}{3}-2=-\tfrac{2}{3}. \]

For general \(0<d<1\) and \(n\ge1\) the same count gives

\[ \frac{2}{n}-\frac{1}{n+d}-\frac{1}{n-d}=-\frac{2d^2}{n(n^2-d^2)}. \]

The \(1/n\) parts have cancelled, and what is left falls off as \(1/n^3\). The cancellation is a property of the total charge, so the argument below treats a general finite cell first and then returns to the pair.

```lean
import Mathlib

open Finset

namespace NeutralPairLatticeSum

noncomputable section
```

## The energy of a cell with one image

Let the cell hold finitely many charges \(q_i\) at positions \(x_i\). Its \(n\)-th image is the same cell shifted by \(n\), and their interaction is

\[ E(n)=\sum_{i,j}\frac{q_iq_j}{|n+x_j-x_i|}. \]

The index \(i\) runs over the home cell and \(j\) over the image, so \(i=j\) is a charge interacting with its own copy. Lengths are in lattice constants, and the Coulomb prefactor is 1. Images on the left give the same energies, so the sum over \(n\ge1\) is the intercell energy per cell; the energy within a cell is not included.

```lean
/-- Coulomb interaction of a cell of charges `q i` at positions `x i` on a line with its `n`-th
periodic image, the lattice constant being 1. The domain is that no charge of the cell
coincides with a charge of the image. -/
def imageEnergy {ι : Type*} [Fintype ι] (q x : ι → ℝ) (n : ℕ) : ℝ :=
  ∑ i, ∑ j, q i * q j / |(n : ℝ) + x j - x i|
```

## Displacing a charge costs only \(1/n^2\)

Sums over \(n\ge1\) are written from here on with \(n+1\), where \(n=0,1,2,\dots\). For a displacement \(t\) with \(|t|<1\),

\[ \frac{1}{n+1+t}-\frac{1}{n+1}=\frac{-t}{(n+1+t)(n+1)}. \]

Since \(n+1+t\ge n+1-|t|\ge(1-|t|)(n+1)\), the size of this difference is at most

\[ \frac{|t|}{1-|t|}\,\frac{1}{(n+1)^2}, \]

which is summable. `Summable` for real series means absolute convergence. In the proof, `h3` is the lower bound on the distance, `e` is the common denominator, and `Summable.of_norm_bounded` makes the comparison.

```lean
/-- Displacing every charge of a row by `t`, less than one lattice constant in size, changes the
Coulomb potentials `1/n`, `n ≥ 1`, by a summable amount. -/
theorem summable_displacement {t : ℝ} (ht : |t| < 1) :
    Summable fun n : ℕ => 1 / ((n : ℝ) + 1 + t) - 1 / ((n : ℝ) + 1) := by
  have hs : Summable fun n : ℕ => 1 / ((n : ℝ) + 1) ^ 2 := by
    have h := (summable_nat_add_iff 1).2
      (Real.summable_one_div_nat_pow (p := 2) |>.2 (by norm_num))
    simpa using h
  -- compare with a multiple of the inverse-square series
  refine Summable.of_norm_bounded
    (g := fun n : ℕ => |t| / (1 - |t|) * (1 / ((n : ℝ) + 1) ^ 2)) (hs.mul_left _) (fun n => ?_)
  show ‖1 / ((n : ℝ) + 1 + t) - 1 / ((n : ℝ) + 1)‖ ≤ |t| / (1 - |t|) * (1 / ((n : ℝ) + 1) ^ 2)
  have hn : (0 : ℝ) ≤ n := Nat.cast_nonneg n
  have h1 : 0 < 1 - |t| := by linarith
  have h2 : -|t| ≤ t := neg_abs_le t
  have h3 : (1 - |t|) * ((n : ℝ) + 1) ≤ (n : ℝ) + 1 + t := by
    nlinarith [mul_nonneg hn (abs_nonneg t)]
  have h5 : 0 < (n : ℝ) + 1 := by linarith
  have h4 : 0 < (n : ℝ) + 1 + t := lt_of_lt_of_le (mul_pos h1 h5) h3
  have e : 1 / ((n : ℝ) + 1 + t) - 1 / ((n : ℝ) + 1)
      = -t / (((n : ℝ) + 1 + t) * ((n : ℝ) + 1)) := by
    rw [div_sub_div _ _ h4.ne' h5.ne']
    congr 1
    ring
  rw [e, Real.norm_eq_abs, abs_div, abs_neg, abs_of_pos (mul_pos h4 h5)]
  calc |t| / (((n : ℝ) + 1 + t) * ((n : ℝ) + 1))
      ≤ |t| / ((1 - |t|) * ((n : ℝ) + 1) * ((n : ℝ) + 1)) :=
        div_le_div_of_nonneg_left (abs_nonneg t) (mul_pos (mul_pos h1 h5) h5)
          (mul_le_mul_of_nonneg_right h3 h5.le)
    _ = |t| / (1 - |t|) * (1 / ((n : ℝ) + 1) ^ 2) := by
        rw [div_mul_div_comm, mul_one]
        congr 1
        ring
```

If a displaced row \(\sum 1/(n+1+t)\) converged, subtracting the summable difference would make the harmonic series converge. Every such row therefore diverges.

```lean
/-- The Coulomb potential of a half-infinite row of unit charges at distances `n + t`, `n ≥ 1`,
diverges for every displacement `t` smaller in size than the lattice constant. -/
theorem row_diverges {t : ℝ} (ht : |t| < 1) :
    ¬ Summable fun n : ℕ => 1 / ((n : ℝ) + 1 + t) := by
  intro h
  have h' : Summable fun n : ℕ => 1 / ((n : ℝ) + 1) :=
    (h.sub (summable_displacement ht)).congr (fun n => by ring)
  -- the undisplaced row is the harmonic series
  apply Real.not_summable_one_div_natCast
  refine (summable_nat_add_iff 1).1 ?_
  simpa using h'
```

## Splitting off the monopole

Assume \(|x_j-x_i|<1\) for all \(i,j\). Physically, every charge of an image then lies to the right of every charge of the home cell, and the absolute value can be removed. With \(Q=\sum_i q_i\) and \(Q^2=\sum_{i,j}q_iq_j\), adding and subtracting \(1/(n+1)\) in each term gives

\[ E(n+1)=\frac{Q^2}{n+1}+\sum_{i,j}q_iq_j\left(\frac{1}{n+1+x_j-x_i}-\frac{1}{n+1}\right). \]

```lean
/-- If the charges of a cell lie less than one lattice constant apart, the interaction with an
image is the monopole term, total charge squared over distance, plus displacement corrections. -/
theorem imageEnergy_eq_monopole_add {ι : Type*} [Fintype ι] {q x : ι → ℝ}
    (h : ∀ i j, |x j - x i| < 1) (n : ℕ) :
    imageEnergy q x (n + 1) = (∑ i, q i) ^ 2 * (1 / ((n : ℝ) + 1)) +
      ∑ i, ∑ j, q i * q j * (1 / ((n : ℝ) + 1 + (x j - x i)) - 1 / ((n : ℝ) + 1)) := by
  have hQ : (∑ i, q i) ^ 2 * (1 / ((n : ℝ) + 1))
      = ∑ i, ∑ j, q i * q j * (1 / ((n : ℝ) + 1)) := by
    rw [sq, Finset.sum_mul_sum]
    simp only [Finset.sum_mul]
  rw [hQ, ← Finset.sum_add_distrib, imageEnergy]
  refine Finset.sum_congr rfl fun i _ => ?_
  rw [← Finset.sum_add_distrib]
  refine Finset.sum_congr rfl fun j _ => ?_
  have hn : (0 : ℝ) ≤ n := Nat.cast_nonneg n
  have hx := (abs_lt.1 (h i j)).1
  have ha : |((n + 1 : ℕ) : ℝ) + x j - x i| = (n : ℝ) + 1 + (x j - x i) := by
    rw [abs_of_pos] <;> push_cast <;> linarith
  rw [ha]
  ring
```

The double sum is a finite combination of summable displacement terms (`hR` in the next proof). If \(Q=0\), only these remain and \(E(n+1)\) is summable. If \(Q\ne0\) and \(E(n+1)\) were summable, subtracting the corrections and dividing by \(Q^2\) would again make the harmonic series converge. The single unit charge of the opening is the smallest example of what fails without neutrality.

```lean
/-- For charges less than one lattice constant apart, the Coulomb interactions of a cell with its
images `n ≥ 1` are summable if and only if the cell is neutral. -/
theorem summable_iff_neutral {ι : Type*} [Fintype ι] {q x : ι → ℝ}
    (h : ∀ i j, |x j - x i| < 1) :
    (Summable fun n : ℕ => imageEnergy q x (n + 1)) ↔ ∑ i, q i = 0 := by
  have hR : Summable fun n : ℕ =>
      ∑ i, ∑ j, q i * q j * (1 / ((n : ℝ) + 1 + (x j - x i)) - 1 / ((n : ℝ) + 1)) :=
    summable_sum fun i _ => summable_sum fun j _ => (summable_displacement (h i j)).mul_left _
  constructor
  · -- a net charge would make the harmonic series converge
    intro hs
    by_contra hQ
    have h2 := (hs.sub hR).mul_left (((∑ i, q i) ^ 2)⁻¹)
    have h3 : Summable fun n : ℕ => 1 / ((n : ℝ) + 1) := by
      refine h2.congr fun n => ?_
      rw [imageEnergy_eq_monopole_add h n, add_sub_cancel_right,
        inv_mul_cancel_left₀ (pow_ne_zero 2 hQ)]
    exact row_diverges (t := 0) (by simp) (by simpa using h3)
  · intro hQ
    refine hR.congr fun n => ?_
    rw [imageEnergy_eq_monopole_add h n, hQ]
    ring
```

For a periodic simulation, this is the one-dimensional, point-charge form of the requirement that the cell be neutral. In three dimensions neutrality alone does not give absolute convergence, because dipole interactions fall as \(1/r^3\) while the number of cells in a shell grows as \(r^2\).

## The pair in closed form

In Lean the pair is `![1, -1]` at positions `![0, d]`. The double sum has four terms: two equal to \(1/n\), one \(-1/|n+d|\) and one \(-1/|n-d|\). For \(n\ge1\) and \(0<d<1\) both distances are positive without the bars.

```lean
/-- Charges `+1` at `0` and `-1` at `d`, with `0 < d < 1`, interact with their `n`-th image,
`n ≥ 1`, through two repulsions at distance `n` and attractions at `n + d` and `n - d`. -/
theorem pair_imageEnergy {d : ℝ} (hd : 0 < d) (hd1 : d < 1) {n : ℕ} (hn : 1 ≤ n) :
    imageEnergy ![1, -1] ![0, d] n = 2 / (n : ℝ) - 1 / ((n : ℝ) + d) - 1 / ((n : ℝ) - d) := by
  have hn' : (1 : ℝ) ≤ n := by exact_mod_cast hn
  have a0 : |(n : ℝ)| = n := abs_of_pos (by linarith)
  have a1 : |(n : ℝ) + d| = n + d := abs_of_pos (by linarith)
  have a2 : |(n : ℝ) - d| = n - d := abs_of_pos (by linarith)
  simp only [imageEnergy, Fin.sum_univ_two, Matrix.cons_val_zero, Matrix.cons_val_one,
    add_zero, sub_zero, add_sub_cancel_right]
  rw [a0, a1, a2]
  ring
```

Combining the two attractions,

\[ \frac{2}{n}-\frac{2n}{n^2-d^2}=\frac{2(n^2-d^2)-2n^2}{n(n^2-d^2)}=-\frac{2d^2}{n(n^2-d^2)}. \]

The proof factors \(n^2-d^2\) and clears the nonzero denominators with `field_simp`.

```lean
/-- For `0 < d < 1` and `n ≥ 1` the interaction of the neutral pair with its `n`-th image is
`-2 d² / (n (n² - d²))`. -/
theorem pair_imageEnergy_closed {d : ℝ} (hd : 0 < d) (hd1 : d < 1) {n : ℕ} (hn : 1 ≤ n) :
    imageEnergy ![1, -1] ![0, d] n = -2 * d ^ 2 / ((n : ℝ) * ((n : ℝ) ^ 2 - d ^ 2)) := by
  have hn' : (1 : ℝ) ≤ n := by exact_mod_cast hn
  have h0 : (n : ℝ) ≠ 0 := by linarith
  have h1 : (n : ℝ) + d ≠ 0 := by linarith
  have h2 : (n : ℝ) - d ≠ 0 := by linarith
  have hf : (n : ℝ) ^ 2 - d ^ 2 = ((n : ℝ) + d) * ((n : ℝ) - d) := by ring
  rw [pair_imageEnergy hd hd1 hn, hf]
  field_simp
  ring
```

The condition \(d<1\) matters here. At \(d=3/2\) the first image has energy \(2-\tfrac25-2=-\tfrac25\), whereas the closed form would give \(+\tfrac{18}{5}\), because \(n-d\) is then negative and no longer a distance.

## A negative sum built from divergent rows

The pair is neutral and its position differences are \(0\) and \(\pm d\), so the criterion gives convergence. For \(n\ge1\) the numerator \(-2d^2\) is negative and the denominator \(n(n^2-d^2)\) is positive. Every image therefore attracts the pair, and the sum is strictly negative. At \(d=0\) the charges would coincide and the sum would be zero.

The theorem states convergence, the sign of the sum `∑'`, and the divergence of the three separate rows, which are the cases \(t=0\), \(t=d\) and \(t=-d\) of `row_diverges`. It gives no value for the sum. For the sign, the proof applies `tsum_pos` to the negated series.

```lean
/-- For `0 < d < 1` the interactions of the neutral pair with its images `n ≥ 1` are summable with
strictly negative sum, although the sums of `1/n`, `1/(n + d)` and `1/(n - d)` all diverge. -/
theorem pair_lattice_sum {d : ℝ} (hd : 0 < d) (hd1 : d < 1) :
    (Summable fun n : ℕ => imageEnergy ![1, -1] ![0, d] (n + 1)) ∧
    ∑' n : ℕ, imageEnergy ![1, -1] ![0, d] (n + 1) < 0 ∧
    (¬ Summable fun n : ℕ => 1 / ((n : ℝ) + 1)) ∧
    (¬ Summable fun n : ℕ => 1 / ((n : ℝ) + 1 + d)) ∧
    (¬ Summable fun n : ℕ => 1 / ((n : ℝ) + 1 - d)) := by
  have hs : Summable fun n : ℕ => imageEnergy ![1, -1] ![0, d] (n + 1) := by
    refine (summable_iff_neutral ?_).2 (by simp [Fin.sum_univ_two])
    intro i j
    fin_cases i <;> fin_cases j <;> simp [abs_of_pos hd, hd1]
  -- every image attracts the pair
  have hneg : ∀ n : ℕ, imageEnergy ![1, -1] ![0, d] (n + 1) < 0 := by
    intro n
    have hn : (0 : ℝ) ≤ n := Nat.cast_nonneg n
    rw [pair_imageEnergy_closed hd hd1 (Nat.succ_le_succ (Nat.zero_le n))]
    refine div_neg_of_neg_of_pos (by nlinarith [pow_pos hd 2]) (mul_pos (by positivity) ?_)
    push_cast
    nlinarith
  refine ⟨hs, ?_, ?_, row_diverges (by rwa [abs_of_pos hd]), ?_⟩
  · have h := hs.neg.tsum_pos (fun n => (neg_pos.2 (hneg n)).le) 0 (neg_pos.2 (hneg 0))
    rw [tsum_neg] at h
    linarith
  · simpa using row_diverges (t := 0) (by simp)
  · simpa [sub_eq_add_neg] using row_diverges (t := -d) (by rwa [abs_neg, abs_of_pos hd])

end

end NeutralPairLatticeSum
```

```lean
#print axioms NeutralPairLatticeSum.summable_iff_neutral
#print axioms NeutralPairLatticeSum.pair_lattice_sum
```

```
'NeutralPairLatticeSum.summable_iff_neutral' depends on axioms: [propext, Classical.choice, Quot.sound]
'NeutralPairLatticeSum.pair_lattice_sum' depends on axioms: [propext, Classical.choice, Quot.sound]
```

## Summing the images in code

A program that sums this pair directly can add all four interactions of an image before going to the next one, which keeps the running total bounded; if each row is accumulated separately, the partial sums grow, though only as \(\ln N\) after \(N\) images, and must cancel at the end. Even within one image, the three-term expression subtracts numbers of order \(1/n\) to obtain one of order \(1/n^3\), so its relative rounding error grows as \(n^2\). The closed form avoids that subtraction. Stopping after \(N\) images omits a tail of about \(-d^2/N^2\) for large \(N\), an asymptotic estimate that the Lean file does not contain.
